# For z ≥ 1 and V ≥ 0, uniform occupation minimises the half-filled, zero-hopping extended Hubbard energy on a finite bipartite z-regular lattice exactly when zV ≤ U

Take two sites joined by one bond, with two electrons. Let U be the cost of double occupation and V the repulsion between electrons on neighbouring sites. One electron on each site costs V; both on one site cost U. The even distribution is therefore lowest exactly when V ≤ U. On a finite bipartite lattice where every site has z ≥ 1 neighbours, and for V ≥ 0, the condition becomes zV ≤ U.

```lean
import Mathlib

open Finset

namespace ExtendedHubbardChargeOrder

noncomputable section
```

## Occupations and energy

Let nᵢ be the number of electrons on site i. The uniform state has nᵢ = 1 everywhere.

```lean
/-- The uniform state, with one electron on every site. -/
def uniform {ι : Type*} : ι → ℕ := fun _ => 1
```

A bipartite lattice has two sublattices, with every bond running between them. In Lean this is a two-colouring `c : G.Coloring Bool` of the graph `G`. Charge order puts 2 electrons on each site of one sublattice and 0 on the other.

```lean
/-- The charge-ordered state of a two-coloured lattice: two electrons on each site of one
sublattice and none on the other. -/
def chargeOrder {ι : Type*} {G : SimpleGraph ι} (c : G.Coloring Bool) : ι → ℕ :=
  fun i => if c i = true then 2 else 0
```

Each site holds at most two electrons, as one spatial orbital does, and there are as many electrons as the N sites. `HalfFilled` states both conditions, with N written `Fintype.card ι`.

```lean
variable {ι : Type*} [Fintype ι]

/-- Occupations 0, 1 or 2 on each site, with as many electrons as sites. -/
def HalfFilled (n : ι → ℕ) : Prop :=
  (∀ i, n i ≤ 2) ∧ ∑ i, n i = Fintype.card ι
```

Writing j∼i for "j is a neighbour of i", the energy is

E(n) = U Σᵢ nᵢ(nᵢ − 1)/2 + (V/2) Σᵢ Σ_{j∼i} nᵢnⱼ.

The double sum meets each bond from both ends, hence the factor 1/2. Forgetting it doubles V and misplaces the boundary at 2zV = U.

```lean
variable (G : SimpleGraph ι) [DecidableRel G.Adj]

/-- On-site repulsion `U` per pair of electrons on the same site plus intersite repulsion `V n_i
n_j` per edge; the edge sum is half the sum over ordered pairs of neighbours. -/
def energy (U V : ℝ) (n : ι → ℕ) : ℝ :=
  U * ∑ i, (n i : ℝ) * ((n i : ℝ) - 1) / 2
    + V * ((∑ i, ∑ j ∈ G.neighborFinset i, (n i : ℝ) * (n j : ℝ)) / 2)
```

There is no hopping, so this is a classical energy of occupations, not the quantum Hubbard Hamiltonian. A ground state here is a lowest-energy occupation at this fixed electron number; it need not be unique.

```lean
/-- A half-filled occupation whose energy is lowest among all half-filled occupations. -/
def IsGroundState (U V : ℝ) (n : ι → ℕ) : Prop :=
  HalfFilled n ∧ ∀ n' : ι → ℕ, HalfFilled n' → energy G U V n ≤ energy G U V n'
```

## Completing the square

Let xᵢ = nᵢ − 1 be the excess charge. Its total is the number of electrons minus N, so it vanishes at half filling.

```lean
variable {G} {z : ℕ} {U V : ℝ}

/-- The total excess charge is the number of electrons minus the number of sites. -/
theorem sum_excess (n : ι → ℕ) :
    ∑ i, ((n i : ℝ) - 1) = ((∑ i, n i : ℕ) : ℝ) - (Fintype.card ι : ℝ) := by
  simp [Finset.sum_sub_distrib]
```

If every site has z neighbours, a site quantity f is counted z times when summed over bonds from the near end:

Σᵢ Σ_{j∼i} fᵢ = z Σᵢ fᵢ.

```lean
/-- Summing a site quantity over all neighbours of its site gives `z` times its total. -/
theorem bond_sum_left (hG : G.IsRegularOfDegree z) (f : ι → ℝ) :
    ∑ i, ∑ _j ∈ G.neighborFinset i, f i = z * ∑ i, f i := by
  rw [Finset.mul_sum]
  refine Finset.sum_congr rfl fun i _ => ?_
  rw [Finset.sum_const, SimpleGraph.card_neighborFinset_eq_degree, hG.degree_eq i,
    nsmul_eq_mul]
```

The far end gives the same total, because adjacency is symmetric and the two sums can be exchanged.

```lean
/-- Summing a site quantity at the far end of every directed bond gives `z` times its total. -/
theorem bond_sum_right (hG : G.IsRegularOfDegree z) (f : ι → ℝ) :
    ∑ i, ∑ j ∈ G.neighborFinset i, f j = z * ∑ i, f i := by
  rw [← bond_sum_left hG f]
  refine Finset.sum_comm' ?_
  intro i j
  simp [G.adj_comm i j]
```

Now set Q = Σᵢ xᵢ² and S = Σᵢ Σ_{j∼i} (nᵢ + nⱼ − 2)². Since nᵢ(nᵢ − 1) = xᵢ² + xᵢ and Σᵢ xᵢ = 0, the on-site energy is UQ/2. On a bond,

(nᵢ + nⱼ − 2)² = xᵢ² + xⱼ² + 2nᵢnⱼ − 2 − 2xᵢ − 2xⱼ.

Summing over both directions of every bond gives

S = 2zQ + 2 Σᵢ Σ_{j∼i} nᵢnⱼ − 2zN.

The intersite energy is therefore VS/4 − zVQ/2 + zVN/2. The last term is the energy of the uniform state, so

E(n) − E(1) = (U − zV)Q/2 + VS/4.

In the proof, `hsite` and `hsq` are the two expansions, `a1` to `a4` evaluate the bond sums, and `ring` collects the terms.

```lean
/-- On a `z`-regular lattice, the energy of a half-filled state relative to the uniform one, as a
weighted sum of squares of site excesses and of bond excesses. -/
theorem energy_sub_uniform (hG : G.IsRegularOfDegree z) {n : ι → ℕ} (hn : HalfFilled n) :
    energy G U V n - energy G U V uniform
      = (U - z * V) / 2 * ∑ i, ((n i : ℝ) - 1) ^ 2
        + V / 4 * ∑ i, ∑ j ∈ G.neighborFinset i, ((n i : ℝ) + (n j : ℝ) - 2) ^ 2 := by
  have h0 : ∑ i, ((n i : ℝ) - 1) = 0 := by
    rw [sum_excess, hn.2, sub_self]
  have hu : energy G U V uniform
      = V * ((∑ i, ∑ _j ∈ G.neighborFinset i, (1 : ℝ)) / 2) := by
    simp [energy, uniform]
  have hsite : ∑ i, (n i : ℝ) * ((n i : ℝ) - 1) / 2
      = (∑ i, ((n i : ℝ) - 1) ^ 2 + ∑ i, ((n i : ℝ) - 1)) / 2 := by
    rw [← Finset.sum_add_distrib, Finset.sum_div]
    exact Finset.sum_congr rfl fun i _ => by ring
  -- expand the bond squares in the excess charges
  have hsq : ∑ i, ∑ j ∈ G.neighborFinset i, ((n i : ℝ) + (n j : ℝ) - 2) ^ 2
      = ∑ i, ∑ _j ∈ G.neighborFinset i, ((n i : ℝ) - 1) ^ 2
        + ∑ i, ∑ j ∈ G.neighborFinset i, ((n j : ℝ) - 1) ^ 2
        + 2 * ∑ i, ∑ j ∈ G.neighborFinset i, (n i : ℝ) * (n j : ℝ)
        - 2 * ∑ i, ∑ _j ∈ G.neighborFinset i, (1 : ℝ)
        - 2 * ∑ i, ∑ _j ∈ G.neighborFinset i, ((n i : ℝ) - 1)
        - 2 * ∑ i, ∑ j ∈ G.neighborFinset i, ((n j : ℝ) - 1) := by
    simp only [Finset.mul_sum, ← Finset.sum_add_distrib, ← Finset.sum_sub_distrib]
    exact Finset.sum_congr rfl fun i _ => Finset.sum_congr rfl fun j _ => by ring
  have a1 : ∑ i, ∑ _j ∈ G.neighborFinset i, ((n i : ℝ) - 1) ^ 2
      = (z : ℝ) * ∑ i, ((n i : ℝ) - 1) ^ 2 := bond_sum_left hG (fun i => ((n i : ℝ) - 1) ^ 2)
  have a2 : ∑ i, ∑ j ∈ G.neighborFinset i, ((n j : ℝ) - 1) ^ 2
      = (z : ℝ) * ∑ i, ((n i : ℝ) - 1) ^ 2 := bond_sum_right hG (fun i => ((n i : ℝ) - 1) ^ 2)
  have a3 : ∑ i, ∑ _j ∈ G.neighborFinset i, ((n i : ℝ) - 1)
      = (z : ℝ) * ∑ i, ((n i : ℝ) - 1) := bond_sum_left hG (fun i => (n i : ℝ) - 1)
  have a4 : ∑ i, ∑ j ∈ G.neighborFinset i, ((n j : ℝ) - 1)
      = (z : ℝ) * ∑ i, ((n i : ℝ) - 1) := bond_sum_right hG (fun i => (n i : ℝ) - 1)
  rw [a1, a2, a3, a4, h0] at hsq
  rw [h0] at hsite
  rw [hu, energy, hsite, hsq]
  ring
```

## The energy of charge order

Every bond joins a 2 to a 0, so nᵢ + nⱼ = 2. Lean checks the colour combinations.

```lean
omit [Fintype ι] [DecidableRel G.Adj] in
/-- In the charge-ordered state the two ends of every bond hold two electrons together. -/
theorem chargeOrder_bond (c : G.Coloring Bool) {i j : ι} (h : G.Adj i j) :
    (chargeOrder c i : ℝ) + (chargeOrder c j : ℝ) = 2 := by
  have hc : c i ≠ c j := c.valid h
  revert hc
  simp only [chargeOrder]
  cases c i <;> cases c j <;> simp
```

Thus xⱼ = −xᵢ on each bond. Summing over bonds gives z Σᵢ xᵢ = −z Σᵢ xᵢ, and z ≥ 1 forces Σᵢ xᵢ = 0: charge order is half filled.

```lean
/-- On a regular bipartite lattice with at least one bond per site, the charge-ordered state is
half filled. -/
theorem chargeOrder_halfFilled (hG : G.IsRegularOfDegree z) (hz : 1 ≤ z)
    (c : G.Coloring Bool) : HalfFilled (chargeOrder c) := by
  refine ⟨fun i => by unfold chargeOrder; split <;> omega, ?_⟩
  -- the excess charges cancel on every bond, hence in total
  have hb : ∑ i, ∑ j ∈ G.neighborFinset i, ((chargeOrder c j : ℝ) - 1)
      = ∑ i, ∑ _j ∈ G.neighborFinset i, -((chargeOrder c i : ℝ) - 1) := by
    refine Finset.sum_congr rfl fun i _ => Finset.sum_congr rfl fun j hj => ?_
    have h := chargeOrder_bond c ((G.mem_neighborFinset i j).1 hj)
    linarith
  have h1 := bond_sum_right hG (fun i => (chargeOrder c i : ℝ) - 1)
  have h2 := bond_sum_left hG (fun i => -((chargeOrder c i : ℝ) - 1))
  rw [Finset.sum_neg_distrib] at h2
  have hzpos : (0 : ℝ) < z := by exact_mod_cast hz
  have h3 : (z : ℝ) * ∑ i, ((chargeOrder c i : ℝ) - 1) = 0 := by linarith
  have h4 := (mul_eq_zero.1 h3).resolve_left hzpos.ne'
  rw [sum_excess] at h4
  exact_mod_cast sub_eq_zero.1 h4
```

Here xᵢ² = 1 on every site, so Q = N, while S = 0. Hence

E(charge order) − E(1) = (U − zV)N/2.

```lean
/-- On a bipartite `z`-regular lattice with `z ≥ 1`, the energy of charge order minus that of the
uniform state is `(U - zV)/2` per site. -/
theorem chargeOrder_energy (hG : G.IsRegularOfDegree z) (hz : 1 ≤ z) (c : G.Coloring Bool) :
    energy G U V (chargeOrder c) - energy G U V uniform
      = (U - z * V) / 2 * (Fintype.card ι : ℝ) := by
  have hs : ∑ i, ((chargeOrder c i : ℝ) - 1) ^ 2 = (Fintype.card ι : ℝ) := by
    have h1 : ∀ i, ((chargeOrder c i : ℝ) - 1) ^ 2 = 1 := by
      intro i
      simp only [chargeOrder]
      cases c i <;> norm_num
    simp [h1]
  have hb : ∑ i, ∑ j ∈ G.neighborFinset i,
      ((chargeOrder c i : ℝ) + (chargeOrder c j : ℝ) - 2) ^ 2 = 0 := by
    refine Finset.sum_eq_zero fun i _ => Finset.sum_eq_zero fun j hj => ?_
    rw [chargeOrder_bond c ((G.mem_neighborFinset i j).1 hj)]
    norm_num
  rw [energy_sub_uniform hG (chargeOrder_halfFilled hG hz c), hs, hb]
  ring
```

## Which state is lowest

If U < zV, charge order lies below the uniform state, which is then no ground state. If zV ≤ U, both terms of E(n) − E(1) are nonnegative, because V ≥ 0. These are the two directions of the equivalence; U may have either sign.

```lean
/-- For `V ≥ 0` on a bipartite `z`-regular lattice with `z ≥ 1`, the uniform state is a ground state
exactly when `zV ≤ U`. -/
theorem uniform_isGroundState_iff [Nonempty ι] (hG : G.IsRegularOfDegree z) (hz : 1 ≤ z)
    (c : G.Coloring Bool) (hV : 0 ≤ V) :
    IsGroundState G U V uniform ↔ z * V ≤ U := by
  have hN : (0 : ℝ) < Fintype.card ι := by exact_mod_cast Fintype.card_pos
  constructor
  · intro h
    have h1 := h.2 _ (chargeOrder_halfFilled hG hz c)
    have h2 := chargeOrder_energy (U := U) (V := V) hG hz c
    by_contra hlt
    nlinarith [mul_pos (sub_pos.2 (not_le.1 hlt)) hN]
  · intro h
    refine ⟨⟨fun _ => by simp [uniform], by simp [uniform]⟩, fun n hn => ?_⟩
    have h1 := energy_sub_uniform (U := U) (V := V) hG hn
    have h2 : 0 ≤ (U - z * V) / 2 * ∑ i, ((n i : ℝ) - 1) ^ 2 :=
      mul_nonneg (by linarith) (Finset.sum_nonneg fun i _ => sq_nonneg _)
    have h3 : 0 ≤ V / 4 * ∑ i, ∑ j ∈ G.neighborFinset i, ((n i : ℝ) + (n j : ℝ) - 2) ^ 2 :=
      mul_nonneg (by linarith)
        (Finset.sum_nonneg fun i _ => Finset.sum_nonneg fun j _ => sq_nonneg _)
    linarith
```

For charge order, comparison with the uniform state gives U ≤ zV. Conversely, nᵢ ∈ {0, 1, 2} implies xᵢ² ≤ 1, so Q ≤ N and

E(n) − E(charge order) = (zV − U)(N − Q)/2 + VS/4 ≥ 0.

`nlinarith` receives the product of the two nonnegative factors. At U = zV both states are ground states.

```lean
/-- For `V ≥ 0` on a bipartite `z`-regular lattice with `z ≥ 1`, the charge-ordered state is a
ground state exactly when `U ≤ zV`. -/
theorem chargeOrder_isGroundState_iff [Nonempty ι] (hG : G.IsRegularOfDegree z) (hz : 1 ≤ z)
    (c : G.Coloring Bool) (hV : 0 ≤ V) :
    IsGroundState G U V (chargeOrder c) ↔ U ≤ z * V := by
  have hN : (0 : ℝ) < Fintype.card ι := by exact_mod_cast Fintype.card_pos
  have hc := chargeOrder_energy (U := U) (V := V) hG hz c
  constructor
  · intro h
    have h1 := h.2 uniform ⟨fun _ => by simp [uniform], by simp [uniform]⟩
    by_contra hlt
    nlinarith [mul_pos (sub_pos.2 (not_le.1 hlt)) hN]
  · intro h
    refine ⟨chargeOrder_halfFilled hG hz c, fun n hn => ?_⟩
    have h1 := energy_sub_uniform (U := U) (V := V) hG hn
    -- each site excess is at most one in size
    have h2 : ∑ i, ((n i : ℝ) - 1) ^ 2 ≤ (Fintype.card ι : ℝ) := by
      have h4 : ∑ i, ((n i : ℝ) - 1) ^ 2 ≤ ∑ _i : ι, (1 : ℝ) := by
        refine Finset.sum_le_sum fun i _ => ?_
        have h5 : (n i : ℝ) ≤ 2 := by exact_mod_cast hn.1 i
        have h6 : (0 : ℝ) ≤ n i := Nat.cast_nonneg _
        nlinarith [mul_nonneg h6 (sub_nonneg.2 h5)]
      simpa using h4
    have h3 : 0 ≤ V / 4 * ∑ i, ∑ j ∈ G.neighborFinset i, ((n i : ℝ) + (n j : ℝ) - 2) ^ 2 :=
      mul_nonneg (by linarith)
        (Finset.sum_nonneg fun i _ => Finset.sum_nonneg fun j _ => sq_nonneg _)
    nlinarith [mul_nonneg (sub_nonneg.2 h) (sub_nonneg.2 h2)]
```

When V ≥ 0 and zV < U, any other half-filled state has some xᵢ ≠ 0, so Q > 0 and its energy is strictly higher. The proof uses regularity but not bipartiteness.

```lean
/-- For `V ≥ 0` and `zV < U` on a `z`-regular lattice, every other half-filled state lies strictly
above the uniform one. -/
theorem uniform_strict (hG : G.IsRegularOfDegree z) (hV : 0 ≤ V) (h : z * V < U)
    {n : ι → ℕ} (hn : HalfFilled n) (hne : n ≠ uniform) :
    energy G U V uniform < energy G U V n := by
  obtain ⟨i, hi⟩ := Function.ne_iff.1 hne
  have hi' : n i ≠ 1 := hi
  have hx : (n i : ℝ) - 1 ≠ 0 := sub_ne_zero.2 (by exact_mod_cast hi')
  have hpos : 0 < ∑ i, ((n i : ℝ) - 1) ^ 2 :=
    Finset.sum_pos' (fun j _ => sq_nonneg _) ⟨i, Finset.mem_univ i, by positivity⟩
  have h1 := energy_sub_uniform (U := U) (V := V) hG hn
  have h2 : 0 < (U - z * V) / 2 * ∑ i, ((n i : ℝ) - 1) ^ 2 :=
    mul_pos (by linarith) hpos
  have h3 : 0 ≤ V / 4 * ∑ i, ∑ j ∈ G.neighborFinset i, ((n i : ℝ) + (n j : ℝ) - 2) ^ 2 :=
    mul_nonneg (by linarith)
      (Finset.sum_nonneg fun i _ => Finset.sum_nonneg fun j _ => sq_nonneg _)
  linarith

end

end ExtendedHubbardChargeOrder
```

For positive U and V, intersite repulsion favours charge order and on-site repulsion opposes it; in this finite, zero-hopping model, comparing zV with U decides which prevails. With hopping the two repulsions still compete, but these theorems no longer fix the boundary.

```lean
#print axioms ExtendedHubbardChargeOrder.energy_sub_uniform
-- 'ExtendedHubbardChargeOrder.energy_sub_uniform' depends on axioms: [propext, Classical.choice, Quot.sound]
#print axioms ExtendedHubbardChargeOrder.uniform_isGroundState_iff
-- 'ExtendedHubbardChargeOrder.uniform_isGroundState_iff' depends on axioms: [propext, Classical.choice, Quot.sound]
#print axioms ExtendedHubbardChargeOrder.chargeOrder_isGroundState_iff
-- 'ExtendedHubbardChargeOrder.chargeOrder_isGroundState_iff' depends on axioms: [propext, Classical.choice, Quot.sound]
#print axioms ExtendedHubbardChargeOrder.uniform_strict
-- 'ExtendedHubbardChargeOrder.uniform_strict' depends on axioms: [propext, Classical.choice, Quot.sound]
```
